# Product ground states of an interacting Kitaev chain of qubits at a tuned field

**Q:** Start with two qubits. What is special about this Hamiltonian?

**A:** With Pauli matrices X and Z, a coupling t > 0 and an interaction U ≥ 0, it is

h = −t X₀X₁ + U Z₀Z₁ + (g/2)(Z₀ + Z₁), g = 2√(U(U+t)).

Write 0 for Z = +1 and 1 for Z = −1. The XX term flips both bits, so h splits into two 2×2 blocks. On {01, 10} the diagonal is −U and the off-diagonal entry −t, so the lower eigenvalue is −(t+U). On {00, 11} the eigenvalues are

U ± √(g² + t²) = U ± (2U + t),

because g² + t² = (2U+t)². The lower one is again −(t+U). The field g makes the lowest levels of the two blocks coincide. The corresponding vectors are 01 + 10 and 00 + r² 11, with

r² = (2U + t + g)/t,

and they combine into a product:

(1,r)⊗(1,r) = 00 + r(01 + 10) + r² 11.

For t = U = 1 this gives r = ±(1+√2) and energy −2.

**Q:** On a longer chain neighbouring bonds share a site and, for U > 0, don't commute. Why should they all be satisfied together?

**A:** Add t+U to one bond. For a bit string s, let s′ be s with both bits of that bond flipped. The shifted bond acts on amplitudes as

((h + t + U)ψ)(s) = w(s)ψ(s) − tψ(s′),

where w depends only on the two bits:

w(00) = 2U+t+g, w(01) = w(10) = t, w(11) = 2U+t−g.

Since g² < (2U+t)², every w is positive, and w(s)w(s′) = t². Adding the contributions of s and s′ to the energy gives

2⟨ψ|h+t+U|ψ⟩ = Σₛ [w(s)|ψ(s)|² + w(s′)|ψ(s′)|² − 2t Re(ψ(s)* ψ(s′))]
= Σₛ |w(s)ψ(s) − tψ(s′)|² / w(s) ≥ 0.

So no bond goes below −(t+U) in a normalised state, and n bonds together cannot go below −n(t+U). A bond reaches its minimum when w(s)ψ(s) = tψ(s′) for all s. For the tensor power of (1,r), the factors from other sites cancel, leaving

00: 2U+t+g = t r²,
01 and 10: t r = t r,
11: (2U+t−g) r² = t.

The first is the definition of r², and the last follows from it and w(00)w(11) = t². These conditions hold on every bond, so one product state minimises them all. A Hamiltonian whose terms have a common minimiser, whether or not it is a product state, is called frustration-free.

**Q:** Now show me that the Lean objects are these operators, and not something that merely resembles them.

**A:** The setting is finite and concrete.

```lean
import Mathlib

open Finset

namespace FrustrationFreeKitaevChain

noncomputable section
```

A state is a complex amplitude for each bit string, with no normalisation imposed.

```lean
/-- State vectors of `N` qubits, given by their amplitudes on bit strings. -/
abbrev State (N : ℕ) := (Fin N → Bool) → ℂ
```

The convention is `false` for Z = +1.

```lean
/-- The eigenvalue of Pauli Z on a basis state: `false` has +1 and `true` has -1. -/
def spin : Bool → ℝ
  | false => 1
  | true => -1
```

Flipping one bit, or two in succession, supplies the action of X and XX.

```lean
/-- The bit string with the bit at site `a` flipped. -/
def flipAt {N : ℕ} (a : Fin N) (s : Fin N → Bool) : Fin N → Bool :=
  Function.update s a (!s a)

/-- The bit string with site `a` and then site `b` flipped. -/
def flipPair {N : ℕ} (a b : Fin N) (s : Fin N → Bool) : Fin N → Bool :=
  flipAt b (flipAt a s)

/-- The Pauli X operator at site `a`. -/
def pauliX {N : ℕ} (a : Fin N) : Module.End ℂ (State N) where
  toFun ψ := fun s => ψ (flipAt a s)
  map_add' _ _ := rfl
  map_smul' _ _ := rfl

/-- The Pauli Z operator at site `a`. -/
def pauliZ {N : ℕ} (a : Fin N) : Module.End ℂ (State N) where
  toFun ψ := fun s => (spin (s a) : ℂ) * ψ s
  map_add' ψ φ := by funext s; exact mul_add _ _ _
  map_smul' c ψ := by funext s; exact mul_left_comm _ _ _
```

The field is a definite function of t and U, so the tuning is built into the model.

```lean
/-- The field strength `g = 2 √(U (U + t))`. -/
def field (t U : ℝ) : ℝ := 2 * Real.sqrt (U * (U + t))

/-- The two-site term `-t X X + U Z Z + (g/2) (Z + Z)` on sites `a` and `b`. -/
def bond {N : ℕ} (t U : ℝ) (a b : Fin N) : Module.End ℂ (State N) :=
  (-(t : ℂ)) • (pauliX a * pauliX b) + (U : ℂ) • (pauliZ a * pauliZ b)
    + ((field t U / 2 : ℝ) : ℂ) • (pauliZ a + pauliZ b)
```

The chain has N = n+1 sites, numbered 0 to n. Bond j joins `j.castSucc` and `j.succ`, which are sites j and j+1.

```lean
/-- The Hamiltonian of the open chain with `n + 1` qubits and `n` bonds. -/
def hamiltonian (t U : ℝ) (n : ℕ) : Module.End ℂ (State (n + 1)) :=
  ∑ j : Fin n, bond t U j.castSucc j.succ
```

**Q:** Then the end sites feel half the field.

**A:** Yes: g/2 at the ends and g in the interior, for n ≥ 2. When U > 0, a simulation of such a chain with a uniform field would be solving a different problem.

The next definitions provide the squared norm, the unnormalised expectation value and the weight w. For a nonzero state, the physical energy is `energy` divided by `normSquared`.

```lean
/-- The squared norm of a state. -/
def normSquared {N : ℕ} (ψ : State N) : ℝ := ∑ s, Complex.normSq (ψ s)

/-- The real part of the unnormalised expectation value of `A` in the state `ψ`. -/
def energy {N : ℕ} (A : Module.End ℂ (State N)) (ψ : State N) : ℝ :=
  ∑ s, (starRingEnd ℂ (ψ s) * A ψ s).re

/-- The diagonal part of a bond term, shifted up by `t + U`. -/
def weight (t U : ℝ) (x y : Bool) : ℝ :=
  U * spin x * spin y + field t U / 2 * (spin x + spin y) + (t + U)
```

The product state is unnormalised too. Its squared norm is (1+r²)ᴺ, so the normalised state has the single-site vector (1,r)/√(1+r²).

```lean
/-- The components of the single-qubit vector `(1, r)`. -/
def amp (r : ℝ) : Bool → ℝ
  | false => 1
  | true => r

/-- The `N`-fold tensor power of the single-qubit vector `(1, r)`. -/
def productState {N : ℕ} (r : ℝ) : State N :=
  fun s => ((∏ i, amp r (s i) : ℝ) : ℂ)
```

**Q:** Where does the proof use the tuned field?

**A:** In the second of these two lemmas. The first says that flipping a pair of distinct sites inverts both bits and is its own inverse.

```lean
/-- Flipping two distinct sites inverts both bits, and doing it twice changes nothing. -/
theorem flipPair_spec {N : ℕ} {a b : Fin N} (hab : a ≠ b) (s : Fin N → Bool) :
    flipPair a b s a = (!s a) ∧ flipPair a b s b = (!s b) ∧
      flipPair a b (flipPair a b s) = s := by
  have ha : ∀ u : Fin N → Bool, flipPair a b u a = !u a := by
    intro u
    simp [flipPair, flipAt, hab]
  have hb : ∀ u : Fin N → Bool, flipPair a b u b = !u b := by
    intro u
    simp [flipPair, flipAt, hab.symm]
  refine ⟨ha s, hb s, ?_⟩
  funext i
  by_cases h1 : i = a
  · rw [h1, ha, ha, Bool.not_not]
  · by_cases h2 : i = b
    · rw [h2, hb, hb, Bool.not_not]
    · simp [flipPair, flipAt, h1, h2]
```

The second proves w > 0 and w(s)w(s′) = t². It gets g < 2U+t by comparing squares, then checks the four bit pairs.

```lean
/-- The shifted diagonal weights are positive, and the weights of two configurations
related by flipping both spins multiply to `t²`. -/
theorem weight_spec {t U : ℝ} (ht : 0 < t) (hU : 0 ≤ U) (x y : Bool) :
    0 < weight t U x y ∧ weight t U x y * weight t U (!x) (!y) = t ^ 2 := by
  have hg : field t U ^ 2 = 4 * (U * (U + t)) := by
    unfold field
    rw [mul_pow, Real.sq_sqrt (by positivity)]
    ring
  have hg0 : 0 ≤ field t U := by unfold field; positivity
  have hlt : field t U < 2 * U + t :=
    lt_of_pow_lt_pow_left₀ 2 (by positivity) (by nlinarith [pow_pos ht 2])
  cases x <;> cases y <;>
    simp only [weight, spin, Bool.not_true, Bool.not_false] <;>
    constructor <;> nlinarith
```

The action of a bond then takes the form I wrote above.

```lean
/-- The action of a bond term on the amplitudes of a state. -/
theorem bond_apply {N : ℕ} (t U : ℝ) (a b : Fin N) (ψ : State N) (s : Fin N → Bool) :
    bond t U a b ψ s = ((weight t U (s a) (s b) - (t + U) : ℝ) : ℂ) * ψ s
      - (t : ℂ) * ψ (flipPair a b s) := by
  change -(t : ℂ) * ψ (flipPair a b s)
    + (U : ℂ) * ((spin (s a) : ℂ) * ((spin (s b) : ℂ) * ψ s))
    + ((field t U / 2 : ℝ) : ℂ) * ((spin (s a) : ℂ) * ψ s + (spin (s b) : ℂ) * ψ s) = _
  unfold weight
  push_cast
  ring
```

The lower bound follows the pairing argument. `hsum` writes the shifted energy as a sum of terms `f s`, `hinv` relabels s as s′, and `q` completes the square after multiplying by the positive weight. Real and imaginary parts are treated separately.

```lean
/-- The energy of one bond is at least `-(t + U)` times the squared norm. -/
theorem bond_lower_bound {N : ℕ} {t U : ℝ} (ht : 0 < t) (hU : 0 ≤ U)
    {a b : Fin N} (hab : a ≠ b) (ψ : State N) :
    -(t + U) * normSquared ψ ≤ energy (bond t U a b) ψ := by
  let f : (Fin N → Bool) → ℝ := fun s =>
    weight t U (s a) (s b) * Complex.normSq (ψ s)
      - t * ((ψ s).re * (ψ (flipPair a b s)).re + (ψ s).im * (ψ (flipPair a b s)).im)
  have hsum : energy (bond t U a b) ψ + (t + U) * normSquared ψ = ∑ s, f s := by
    unfold energy normSquared
    rw [Finset.mul_sum, ← Finset.sum_add_distrib]
    refine Finset.sum_congr rfl fun s _ => ?_
    rw [bond_apply]
    simp only [f, Complex.mul_re, Complex.mul_im, Complex.sub_re, Complex.sub_im,
      Complex.ofReal_re, Complex.ofReal_im, Complex.conj_re, Complex.conj_im,
      Complex.normSq_apply]
    ring
  -- pair each configuration with the one where both spins are flipped
  have hinv : ∑ s, f (flipPair a b s) = ∑ s, f s :=
    Equiv.sum_comp (Function.Involutive.toPerm (flipPair a b)
      (fun s => (flipPair_spec hab s).2.2)) f
  have hpos : ∀ s, 0 ≤ f s + f (flipPair a b s) := by
    intro s
    obtain ⟨ha, hb, he⟩ := flipPair_spec hab s
    obtain ⟨hw, hm⟩ := weight_spec ht hU (s a) (s b)
    have q : ∀ x y : ℝ, 0 ≤ weight t U (s a) (s b) * x ^ 2
        + weight t U (!s a) (!s b) * y ^ 2 - 2 * t * x * y := by
      intro x y
      refine (mul_nonneg_iff_of_pos_left hw).1 ?_
      have h := sq_nonneg (weight t U (s a) (s b) * x - t * y)
      linear_combination h + (-y ^ 2) * hm
    simp only [f, ha, hb, he, Complex.normSq_apply]
    linarith [q (ψ s).re (ψ (flipPair a b s)).re, q (ψ s).im (ψ (flipPair a b s)).im]
  have htot := Finset.sum_nonneg fun s (_ : s ∈ Finset.univ) => hpos s
  rw [Finset.sum_add_distrib, hinv] at htot
  linarith
```

Energy is additive over bonds, which gives the chain bound.

```lean
/-- The energy of the chain is at least `-n (t + U)` times the squared norm. -/
theorem chain_lower_bound {t U : ℝ} (ht : 0 < t) (hU : 0 ≤ U) (n : ℕ)
    (ψ : State (n + 1)) :
    -(n * (t + U)) * normSquared ψ ≤ energy (hamiltonian t U n) ψ := by
  have h : energy (hamiltonian t U n) ψ
      = ∑ j : Fin n, energy (bond t U j.castSucc j.succ) ψ := by
    simp only [energy, hamiltonian, LinearMap.sum_apply, Finset.sum_apply,
      Finset.mul_sum, Complex.re_sum]
    rw [Finset.sum_comm]
  have hb := Finset.sum_le_sum fun (j : Fin n) (_ : j ∈ Finset.univ) =>
    bond_lower_bound ht hU (show j.castSucc ≠ j.succ by simp [Fin.ext_iff]) ψ
  rw [Finset.sum_const, Finset.card_univ, Fintype.card_fin, nsmul_eq_mul] at hb
  rw [h]
  linarith
```

For the product state, `hlocal` is the list of conditions for 00, 01, 10 and 11. `hsplit` isolates the bond's two factors, and `hrest` shows that the others are unchanged by the flip.

```lean
/-- For `r² = (2U + t + g)/t` the product state satisfies the eigenvalue equation of every two-site
term, with eigenvalue `-(t + U)`. -/
theorem bond_productState {N : ℕ} {t U r : ℝ} (ht : 0 < t) (hU : 0 ≤ U)
    (hr : r ^ 2 = (2 * U + t + field t U) / t) {a b : Fin N} (hab : a ≠ b) :
    bond t U a b (productState r) = ((-(t + U) : ℝ) : ℂ) • productState r := by
  have hr' : t * r ^ 2 = 2 * U + t + field t U := by
    rw [hr]
    field_simp
  have hlocal : ∀ x y, weight t U x y * (amp r x * amp r y)
      = t * (amp r (!x) * amp r (!y)) := by
    intro x y
    have hm := (weight_spec ht hU true true).2
    cases x <;> cases y <;>
      simp only [weight, spin, amp, Bool.not_true, Bool.not_false] at hm ⊢
    · linear_combination -hr'
    · ring
    · ring
    · apply mul_left_cancel₀ ht.ne'
      linear_combination (2 * U + t - field t U) * hr' + hm
  -- separate the two sites of the bond from the rest of the product
  have hsplit : ∀ u : Fin N → Bool, ∏ i, amp r (u i)
      = amp r (u a) * (amp r (u b) * ∏ i ∈ (univ.erase a).erase b, amp r (u i)) := by
    intro u
    rw [Finset.mul_prod_erase (univ.erase a) (fun i => amp r (u i))
      (by simp [hab.symm]), Finset.mul_prod_erase univ (fun i => amp r (u i)) (by simp)]
  funext s
  obtain ⟨ha, hb, -⟩ := flipPair_spec hab s
  have hrest : ∏ i ∈ (univ.erase a).erase b, amp r (flipPair a b s i)
      = ∏ i ∈ (univ.erase a).erase b, amp r (s i) := by
    refine Finset.prod_congr rfl fun i hi => ?_
    simp only [Finset.mem_erase, Finset.mem_univ, and_true] at hi
    simp [flipPair, flipAt, hi.1, hi.2]
  have key : weight t U (s a) (s b) * ∏ i, amp r (s i)
      = t * ∏ i, amp r (flipPair a b s i) := by
    rw [hsplit s, hsplit (flipPair a b s), ha, hb, hrest]
    linear_combination (∏ i ∈ (univ.erase a).erase b, amp r (s i)) * hlocal (s a) (s b)
  have keyC := congrArg Complex.ofReal key
  rw [Complex.ofReal_mul, Complex.ofReal_mul] at keyC
  rw [bond_apply, Pi.smul_apply, smul_eq_mul]
  unfold productState
  rw [Complex.ofReal_sub, Complex.ofReal_neg]
  linear_combination keyC
```

**Q:** Now put the lower bound and the product state together. What does the main theorem say?

**A:** `IsLeast` says that −n(t+U) belongs to the set of real numbers E with a nonzero ψ satisfying Hψ = Eψ, and that no member is smaller. Restricting E to real numbers loses nothing physically, as H is Hermitian. The second half says that every real r with the required square gives a nonzero eigenvector at that energy.

In the proof, the all-`false` amplitude equals 1, so the product state is nonzero. Summing the bond equations gives its eigenvalue, and the positive square root supplies an r. For any other eigenvector, the energy is E times the squared norm; the chain bound and division by that positive norm finish the argument.

```lean
/-- The lowest eigenvalue of the chain of `n + 1` qubits is `-n (t + U)`, and for each real
`r` with `r² = (2U + t + g)/t` the tensor power of `(1, r)` is an eigenvector for it. -/
theorem ground_energy {t U : ℝ} (ht : 0 < t) (hU : 0 ≤ U) (n : ℕ) :
    IsLeast {E : ℝ | ∃ ψ : State (n + 1), ψ ≠ 0 ∧ hamiltonian t U n ψ = (E : ℂ) • ψ}
      (-(n * (t + U))) ∧
    ∀ r : ℝ, r ^ 2 = (2 * U + t + field t U) / t →
      (productState r : State (n + 1)) ≠ 0 ∧
      hamiltonian t U n (productState r)
        = ((-(n * (t + U)) : ℝ) : ℂ) • productState r := by
  have hprod : ∀ r : ℝ, r ^ 2 = (2 * U + t + field t U) / t →
      (productState r : State (n + 1)) ≠ 0 ∧
      hamiltonian t U n (productState r)
        = ((-(n * (t + U)) : ℝ) : ℂ) • productState r := by
    intro r hr
    constructor
    · intro h
      have h0 := congrFun h (fun _ => false)
      simp [productState, amp] at h0
    · unfold hamiltonian
      rw [LinearMap.sum_apply, Finset.sum_congr rfl (fun j _ =>
        bond_productState ht hU hr (show j.castSucc ≠ j.succ by simp [Fin.ext_iff])),
        Finset.sum_const, Finset.card_univ, Fintype.card_fin,
        ← Nat.cast_smul_eq_nsmul ℂ, smul_smul]
      congr 1
      push_cast
      ring
  refine ⟨⟨?_, ?_⟩, hprod⟩
  · have hg0 : 0 ≤ field t U := by unfold field; positivity
    exact ⟨_, hprod (Real.sqrt ((2 * U + t + field t U) / t))
      (Real.sq_sqrt (by positivity))⟩
  · rintro E ⟨ψ, hψ, hE⟩
    have hen : energy (hamiltonian t U n) ψ = E * normSquared ψ := by
      unfold energy normSquared
      rw [hE, Finset.mul_sum]
      refine Finset.sum_congr rfl fun s _ => ?_
      simp only [Pi.smul_apply, smul_eq_mul, Complex.mul_re, Complex.mul_im,
        Complex.ofReal_re, Complex.ofReal_im, Complex.conj_re, Complex.conj_im,
        Complex.normSq_apply]
      ring
    have hpos : 0 < normSquared ψ := by
      obtain ⟨s, hs⟩ := Function.ne_iff.1 hψ
      exact Finset.sum_pos' (fun u _ => Complex.normSq_nonneg _)
        ⟨s, Finset.mem_univ s, Complex.normSq_pos.2 hs⟩
    have hb := chain_lower_bound ht hU n ψ
    rw [hen] at hb
    exact le_of_mul_le_mul_right hb hpos
```

**Q:** Are r and −r really two states?

**A:** They are linearly independent whenever r ≠ 0, and here r² ≥ 1. If cφ(r) + dφ(−r) = 0, where φ(r) is the product state, the all-`false` amplitude gives c+d = 0 and the amplitude with one `true` gives r(c−d) = 0. Hence c = d = 0.

```lean
/-- For `r ≠ 0` the tensor powers of `(1, r)` and `(1, -r)` are linearly independent. -/
theorem productStates_independent (n : ℕ) {r : ℝ} (hr : r ≠ 0) :
    LinearIndependent ℂ ![(productState r : State (n + 1)), productState (-r)] := by
  rw [LinearIndependent.pair_iff]
  intro c d h
  -- compare the amplitudes with no flipped spin and with one flipped spin
  have h0 := congrFun h (fun _ => false)
  have h1 := congrFun h (Fin.cons true (fun _ => false))
  simp only [Pi.add_apply, Pi.smul_apply, Pi.zero_apply, smul_eq_mul, productState,
    Fin.prod_univ_succ, Fin.cons_zero, Fin.cons_succ, amp, Finset.prod_const_one,
    mul_one, Complex.ofReal_one, Complex.ofReal_neg] at h0 h1
  have hrC : (r : ℂ) ≠ 0 := Complex.ofReal_ne_zero.2 hr
  have hcd : c - d = 0 := by
    apply mul_left_cancel₀ hrC
    linear_combination h1
  constructor
  · linear_combination (h0 + hcd) / 2
  · linear_combination (h0 - hcd) / 2

end

end FrustrationFreeKitaevChain
```

```lean
#print axioms FrustrationFreeKitaevChain.bond_productState
#print axioms FrustrationFreeKitaevChain.ground_energy
#print axioms FrustrationFreeKitaevChain.productStates_independent
```

```
'FrustrationFreeKitaevChain.bond_productState' depends on axioms: [propext, Classical.choice, Quot.sound]
'FrustrationFreeKitaevChain.ground_energy' depends on axioms: [propext, Classical.choice, Quot.sound]
'FrustrationFreeKitaevChain.productStates_independent' depends on axioms: [propext, Classical.choice, Quot.sound]
```

**Q:** But a Kitaev chain is made of fermions, and your product state mixes even and odd parity.

**A:** The file works with qubits throughout. Under the usual Jordan–Wigner map, with `true` as occupied, XX becomes hopping plus pairing of equal strength. ZZ becomes 4(ν−½)(ν′−½) for neighbouring occupations ν and ν′, which is a repulsion measured from half filling when U > 0. Z = 1−2ν acts as a chemical potential, up to a constant. The parity operator, the product of all Z, exchanges φ(r) and φ(−r), so their sum and difference are ground states of definite parity. The theorems leave open whether there are further ground states and whether a gap lies above them.

**Q:** What happens without interaction?

**A:** At U = 0 we get g = 0 and r = ±1. The states have all spins along +X or all along −X, with energy −(N−1)t. This is the familiar non-interacting point with equal hopping and pairing and zero chemical potential. At the other extreme of size, N = 1 has no bonds, so H = 0 and the formula correctly gives 0.

**Q:** And in a numerical calculation?

**A:** For this open chain at the tuned field, an exact diagonalisation or matrix-product code should return −(N−1)(t+U) as the lowest energy, provided H is written as above; in the fermionic form, the constants that come from ZZ and Z must be kept. Each product state has bond dimension 1 in the qubit basis. Every combination of φ(r) and φ(−r) has the same energy, so a code may return any of them. For a code that conserves parity, the sum is a ground state in the even sector and the difference in the odd sector, and bond dimension 2 is enough for either.
